# On a finite connected graph, a source function is the divergence of a bond current exactly when its total is zero

A steady current is fed into some atoms of a molecule and drawn off at others, while the charge on every atom stays constant. In the model used here, current passes between two atoms only if a bond joins them. For which patterns of injection and withdrawal is there a set of currents along the bonds that balances at every atom?

Let $s(x)$ be the net current injected at site $x$, negative where current is withdrawn, and let $J_{xy}$ be the current from $x$ to $y$. The balance to be solved for $J$ is

$$s(x)=\sum_y J_{xy}\qquad\text{for every site } x .$$

If the bonds connect all the sites, a solution exists if and only if $\sum_x s(x)=0$. If the molecule falls into separate fragments, the total must vanish on each fragment.

## Sites, currents and sources

The sites form a type `V`, which every theorem takes to be finite.

```lean
import Mathlib

open Finset
open scoped Classical

noncomputable section

namespace BondCurrents

variable {V : Type*}
```

The bonds are the edges of a simple graph `G`, so no site is bonded to itself and two sites share at most one bond. A bond current is a real function with $J_{yx}=-J_{xy}$ that vanishes on every pair not joined by an edge. These two conditions are purely kinematic: no Hamiltonian, resistance or voltage enters.

```lean
/-- A bond current on a graph: a real flow `J x y` from `x` to `y` that is antisymmetric
and vanishes between sites not joined by an edge. -/
def IsBondCurrent (G : SimpleGraph V) (J : V → V → ℝ) : Prop :=
  (∀ x y, J y x = -J x y) ∧ ∀ x y, ¬G.Adj x y → J x y = 0
```

The divergence at $x$ is the net outflow $(\operatorname{div}J)(x)=\sum_y J_{xy}$. With this sign, a positive $s(x)$ is a source and a negative one a sink.

```lean
/-- The divergence of `J` at `x`: the sum of `J x y` over all `y`. For an antisymmetric `J` this is
the net current leaving the site `x`. -/
def divergence [Fintype V] (J : V → V → ℝ) (x : V) : ℝ := ∑ y, J x y
```

A unit source at $a$ is the Kronecker delta $\delta_{xa}$. In `pointSource a x` the location of the source comes first and the site of evaluation second.

```lean
/-- A unit point source at the site `a`. -/
def pointSource (a x : V) : ℝ := if x = a then 1 else 0
```

One unit sent straight from $a$ to $b$ is the flow

$$L^{ab}_{xy}=\delta_{xa}\delta_{yb}-\delta_{xb}\delta_{ya}.$$

The definition makes sense for any two sites. If $a=b$ the flow is zero; for distinct sites it is a bond current exactly when an edge joins them.

```lean
/-- For distinct sites, the flow that carries one unit directly from `a` to `b`; it is zero if
`a = b`. -/
def linkCurrent (a b x y : V) : ℝ :=
  pointSource a x * pointSource b y - pointSource b x * pointSource a y
```

## The outflow from a region crosses its boundary

Let $S$ be a set of sites. Splitting the sum over $y$ into sites inside and outside $S$ gives

$$\sum_{x\in S}(\operatorname{div}J)(x)=\sum_{x,y\in S}J_{xy}+\sum_{x\in S,\;y\notin S}J_{xy}.$$

Call the first term on the right $I$. Exchanging the names of $x$ and $y$ and using antisymmetry gives $I=-I$, hence $I=0$, and only the current leaving $S$ remains. If $S$ contains all the sites, nothing is left on the right, so the total divergence is zero.

The theorem is named `gauss_law`, but it is the discrete divergence theorem and involves no electric field. In its proof `h0` is the statement $I=0$, and the final `calc` makes the split.

```lean
/-- Discrete divergence theorem: the divergence of a bond current summed over a region `S` equals
the current that flows from `S` to its complement. -/
theorem gauss_law [Fintype V] {G : SimpleGraph V} {J : V → V → ℝ}
    (hJ : IsBondCurrent G J) (S : Finset V) :
    ∑ x ∈ S, divergence J x = ∑ x ∈ S, ∑ y ∈ Sᶜ, J x y := by
  -- currents inside the region cancel in pairs
  have h0 : ∑ x ∈ S, ∑ y ∈ S, J x y = 0 := by
    have h : ∑ x ∈ S, ∑ y ∈ S, J x y = -∑ x ∈ S, ∑ y ∈ S, J x y := by
      calc ∑ x ∈ S, ∑ y ∈ S, J x y = ∑ y ∈ S, ∑ x ∈ S, J x y := Finset.sum_comm
        _ = ∑ y ∈ S, ∑ x ∈ S, -J y x :=
          Finset.sum_congr rfl fun y _ => Finset.sum_congr rfl fun x _ => hJ.1 y x
        _ = -∑ x ∈ S, ∑ y ∈ S, J x y := by simp only [Finset.sum_neg_distrib]
    linarith
  calc ∑ x ∈ S, divergence J x = ∑ x ∈ S, (∑ y ∈ S, J x y + ∑ y ∈ Sᶜ, J x y) :=
        Finset.sum_congr rfl fun x _ => (Finset.sum_add_sum_compl S _).symm
    _ = ∑ x ∈ S, ∑ y ∈ Sᶜ, J x y := by rw [Finset.sum_add_distrib, h0, zero_add]
```

## One unit carried along an edge, then along a walk

Suppose $a$ and $b$ are joined by an edge. The flow $L^{ab}$ is antisymmetric by inspection. Its first term is nonzero only at $(x,y)=(a,b)$ and its second only at $(b,a)$, and both pairs are edges, so it vanishes off the edges. Since $\sum_y\delta_{yb}=\sum_y\delta_{ya}=1$,

$$(\operatorname{div}L^{ab})(z)=\delta_{za}-\delta_{zb}.$$

The auxiliary statement `key` shows that such a product of deltas vanishes off the edges, and it is used once for each term.

```lean
/-- If `a` and `b` are joined by an edge, the unit flow from `a` to `b` is a bond current
whose divergence is a unit source at `a` minus a unit source at `b`. -/
theorem linkCurrent_spec [Fintype V] {G : SimpleGraph V} {a b : V} (hab : G.Adj a b) :
    IsBondCurrent G (linkCurrent a b) ∧
      ∀ z, divergence (linkCurrent a b) z = pointSource a z - pointSource b z := by
  have hsum : ∀ c : V, ∑ y, pointSource c y = 1 := fun c => by simp [pointSource]
  refine ⟨⟨fun x y => by unfold linkCurrent; ring, fun x y hxy => ?_⟩, fun z => ?_⟩
  · have key : ∀ c d, G.Adj c d → pointSource c x * pointSource d y = 0 := by
      intro c d hcd
      by_cases hx : x = c
      · by_cases hy : y = d
        · rw [hx, hy] at hxy
          exact absurd hcd hxy
        · simp [pointSource, hy]
      · simp [pointSource, hx]
    rw [linkCurrent, key a b hab, key b a hab.symm, sub_zero]
  · simp only [divergence, linkCurrent, Finset.sum_sub_distrib, ← Finset.mul_sum, hsum,
      mul_one]
```

If $a$ and $b$ are linked only through other sites, add the edge currents along a walk $a=v_0,v_1,\dots,v_n=b$. The intermediate sources cancel:

$$\sum_{i=0}^{n-1}\left(\delta_{zv_i}-\delta_{zv_{i+1}}\right)=\delta_{za}-\delta_{zb}.$$

For $n=0$ the sites coincide and the zero current does the job. Lean carries out the telescoping by induction on the walk: `nil` is the case $n=0$, and `cons` adds the current on the first edge to the current already found for the rest.

```lean
/-- Between two sites connected by a walk, some bond current transports one unit: its
divergence is a unit source at `a` minus a unit source at `b`. -/
theorem exists_transport [Fintype V] {G : SimpleGraph V} {a b : V} (h : G.Reachable a b) :
    ∃ J, IsBondCurrent G J ∧ ∀ z, divergence J z = pointSource a z - pointSource b z := by
  obtain ⟨p⟩ := h
  induction p with
  | nil => exact ⟨fun _ _ => 0, ⟨fun _ _ => by simp, fun _ _ _ => rfl⟩,
      fun z => by simp [divergence]⟩
  | @cons u v w huv p ih =>
    obtain ⟨J, hJ, hd⟩ := ih
    obtain ⟨hL, hLd⟩ := linkCurrent_spec huv
    -- add the current on the first edge to that on the rest of the walk
    refine ⟨fun x y => linkCurrent u v x y + J x y, ⟨fun x y => ?_, fun x y hxy => ?_⟩,
      fun z => ?_⟩
    · change linkCurrent u v y x + J y x = -(linkCurrent u v x y + J x y)
      rw [hL.1 x y, hJ.1 x y]
      ring
    · change linkCurrent u v x y + J x y = 0
      rw [hL.2 x y hxy, hJ.2 x y hxy, add_zero]
    · have h1 := hLd z
      have h2 := hd z
      simp only [divergence] at h1 h2 ⊢
      rw [Finset.sum_add_distrib, h1, h2]
      ring
```

## Each fragment must balance

A connected component $C$ is a maximal set of sites linked by walks. The general theorem says that $s$ is the divergence of a bond current if and only if $\sum_{x\in C}s(x)=0$ for every $C$.

**Necessity.** Apply the boundary formula to $S=C$. An edge from $x\in C$ to $y$ would put $y$ in $C$ as well, so $J_{xy}=0$ for every $y\notin C$, and the total of $s$ over $C$ is zero.

**Sufficiency.** Choose a reference site in each component, and let $r(a)$ be the one in the component of $a$. Let $K^a$ be a bond current that carries one unit from $a$ to $r(a)$, and set

$$J_{xy}=\sum_a s(a)\,K^a_{xy}.$$

This is again a bond current, and

$$(\operatorname{div}J)(z)=\sum_a s(a)\left(\delta_{za}-\delta_{z\,r(a)}\right)=s(z)-\sum_{a:\,r(a)=z}s(a).$$

If $z$ is not a reference site, the last sum is empty. If it is, the sum runs over exactly the component of $z$ and vanishes by assumption. Either way $(\operatorname{div}J)(z)=s(z)$.

In Lean, `G.connectedComponentMk a` is the component of $a$, and $r(a)$ is `rep (G.connectedComponentMk a)`. The step `hlin` is linearity of the divergence, `h1` evaluates the first delta sum to $s(z)$, and `h2` shows that the second is zero, with the two cases for $z$ separated by `by_cases hz`.

```lean
/-- On any finite graph, a source function is the divergence of a bond current if and only
if its total over each connected component vanishes. -/
theorem exists_current_iff_components [Fintype V] (G : SimpleGraph V) (s : V → ℝ) :
    (∃ J, IsBondCurrent G J ∧ ∀ x, s x = divergence J x) ↔
      ∀ c : G.ConnectedComponent, ∑ x with G.connectedComponentMk x = c, s x = 0 := by
  constructor
  · rintro ⟨J, hJ, hs⟩ c
    rw [Finset.sum_congr rfl fun x _ => hs x, gauss_law hJ]
    -- no edge leaves a connected component
    refine Finset.sum_eq_zero fun x hx => Finset.sum_eq_zero fun y hy => hJ.2 x y fun hxy => ?_
    have hx' := (Finset.mem_filter.mp hx).2
    have hxy' := SimpleGraph.ConnectedComponent.sound hxy.reachable
    exact Finset.mem_compl.mp hy
      (Finset.mem_filter.mpr ⟨Finset.mem_univ y, hxy'.symm.trans hx'⟩)
  · intro hs
    -- choose a reference site in every component
    have hex : ∀ c : G.ConnectedComponent, ∃ v, G.connectedComponentMk v = c := by
      refine SimpleGraph.ConnectedComponent.ind ?_
      intro v
      exact ⟨v, rfl⟩
    choose rep hrep using hex
    have hT := fun a : V => exists_transport
      (SimpleGraph.ConnectedComponent.exact (hrep (G.connectedComponentMk a)).symm)
    choose K hK hd using hT
    -- send the source at each site to the reference site
    refine ⟨fun x y => ∑ a, s a * K a x y, ⟨fun x y => ?_, fun x y hxy => ?_⟩, fun z => ?_⟩
    · change (∑ a, s a * K a y x) = -∑ a, s a * K a x y
      rw [← Finset.sum_neg_distrib]
      refine Finset.sum_congr rfl fun a _ => ?_
      rw [(hK a).1 x y]
      ring
    · exact Finset.sum_eq_zero fun a _ => by rw [(hK a).2 x y hxy, mul_zero]
    · have hlin : divergence (fun x y => ∑ a, s a * K a x y) z
          = ∑ a, s a * divergence (K a) z := by
        simp only [divergence, Finset.mul_sum]
        exact Finset.sum_comm
      have h1 : ∑ a, s a * pointSource a z = s z := by simp [pointSource]
      -- what arrives at a reference site is the total of its component
      have h2 : ∑ a, s a * pointSource (rep (G.connectedComponentMk a)) z = 0 := by
        by_cases hz : z = rep (G.connectedComponentMk z)
        · refine Eq.trans ?_ (hs (G.connectedComponentMk z))
          rw [Finset.sum_filter]
          refine Finset.sum_congr rfl fun a _ => ?_
          by_cases ha : G.connectedComponentMk a = G.connectedComponentMk z
          · have h : z = rep (G.connectedComponentMk a) := hz.trans (congrArg rep ha.symm)
            rw [if_pos ha, pointSource, if_pos h, mul_one]
          · have h : z ≠ rep (G.connectedComponentMk a) := fun h =>
              ha ((hrep _).symm.trans (congrArg G.connectedComponentMk h.symm))
            rw [if_neg ha, pointSource, if_neg h, mul_zero]
        · refine Finset.sum_eq_zero fun a _ => ?_
          have h : z ≠ rep (G.connectedComponentMk a) := fun h =>
            hz (h.trans (congrArg rep
              ((congrArg G.connectedComponentMk h).trans (hrep _)).symm))
          rw [pointSource, if_neg h, mul_zero]
      rw [hlin]
      simp only [hd, mul_sub, Finset.sum_sub_distrib]
      rw [h1, h2, sub_zero]
```

## A connected graph has a single condition

When `G` is connected there is one component, containing every site, and the conditions reduce to $\sum_x s(x)=0$. The step `hall` identifies each component sum with the full sum. For a single isolated site the theorem says that $s$ must be zero, as it should when there is no bond to carry anything.

```lean
/-- Existence of bond currents: on a finite connected graph, a source function is the
divergence of a bond current if and only if its sum over all sites is zero. -/
theorem exists_current_iff [Fintype V] {G : SimpleGraph V} (hG : G.Connected) (s : V → ℝ) :
    (∃ J, IsBondCurrent G J ∧ ∀ x, s x = divergence J x) ↔ ∑ x, s x = 0 := by
  rw [exists_current_iff_components]
  have hall : ∀ c : G.ConnectedComponent,
      ∑ x with G.connectedComponentMk x = c, s x = ∑ x, s x := by
    refine SimpleGraph.ConnectedComponent.ind ?_
    intro v
    rw [Finset.filter_true_of_mem fun x _ =>
      SimpleGraph.ConnectedComponent.sound (hG.preconnected x v)]
  obtain ⟨v⟩ := hG.nonempty
  exact ⟨fun h => (hall (G.connectedComponentMk v)).symm.trans (h _),
    fun h c => (hall c).trans h⟩
```

In a finite, isolated, non-interacting tight-binding model (no leads attached) with hopping only along the edges, the expectation values of the bond particle currents obey the same balance with $s(x)=-\,d\langle n_x\rangle/dt$, where $n_x$ is the occupation of site $x$. Computed population rates must therefore add up to zero on each fragment connected by hopping. The theorem supplies some current with the required divergence, and whether a given Hamiltonian and state produce that current is a separate question.

## Neutral sources detect a disconnected graph

Suppose that every $s$ with zero total is the divergence of a bond current. If no walk linked $a$ to $b$, the source $s(x)=\delta_{xa}-\delta_{xb}$ would have zero total, yet its sum over the component of $a$ would be $1$. The previous criterion requires that sum to be $0$, a contradiction. Hence any two sites are linked, which is what `G.Preconnected` says; `G.Connected` demands in addition that there be at least one site.

```lean
/-- Converse: if every source function of zero total on a finite graph is the divergence of
a bond current, then any two sites are connected by a walk. -/
theorem preconnected_of_exists_current [Fintype V] (G : SimpleGraph V)
    (h : ∀ s : V → ℝ, ∑ x, s x = 0 →
      ∃ J, IsBondCurrent G J ∧ ∀ x, s x = divergence J x) : G.Preconnected := by
  intro a b
  by_contra hab
  have hne : G.connectedComponentMk b ≠ G.connectedComponentMk a := fun e =>
    hab (SimpleGraph.ConnectedComponent.exact e.symm)
  -- test with a unit source at `a` and a unit sink at `b`
  have h0 := (exists_current_iff_components G _).1
    (h (fun x => pointSource a x - pointSource b x) (by simp [pointSource]))
    (G.connectedComponentMk a)
  simp only [pointSource, Finset.sum_sub_distrib, Finset.sum_ite_eq', Finset.mem_filter,
    Finset.mem_univ, true_and, hne, ↓reduceIte, sub_zero, one_ne_zero] at h0
```

## A ring current leaves no trace in the sources

The current that solves the balance need not be unique. On a triangle with sites $0,1,2$, take

$$J_{01}=J_{12}=J_{20}=1,$$

with the reversed entries equal to $-1$ and the diagonal zero.

```lean
/-- A unit current circulating around a triangle. -/
def ringCurrent : Fin 3 → Fin 3 → ℝ := ![![0, 1, -1], ![-1, 0, 1], ![1, -1, 0]]
```

One unit enters and one unit leaves each site, so the divergence is zero everywhere although the current is not. Adding this current to any solution on the triangle gives another solution with the same $s$. In the tight-binding model above, a stationary ring current induced by a magnetic field likewise has zero divergence: it does not make the site populations change in time, although the field may alter their values. In the theorem, `⊤` is the graph with all possible edges, which on three sites is the triangle, and the proof checks the entries case by case.

```lean
/-- The circulating current on the triangle is a bond current with zero divergence at every
site, yet it carries one unit from site 0 to site 1. -/
theorem ringCurrent_spec :
    IsBondCurrent (⊤ : SimpleGraph (Fin 3)) ringCurrent ∧
      (∀ x, divergence ringCurrent x = 0) ∧ ringCurrent 0 1 = 1 := by
  refine ⟨⟨fun x y => ?_, fun x y hxy => ?_⟩, fun x => ?_, by simp [ringCurrent]⟩
  · fin_cases x <;> fin_cases y <;> simp [ringCurrent]
  · have e : x = y := by simpa using hxy
    subst e
    fin_cases x <;> simp [ringCurrent]
  · fin_cases x <;> simp [divergence, ringCurrent, Fin.sum_univ_succ]

end BondCurrents
```

```lean
#print axioms BondCurrents.exists_current_iff
#print axioms BondCurrents.preconnected_of_exists_current
#print axioms BondCurrents.ringCurrent_spec
```

```
'BondCurrents.exists_current_iff' depends on axioms: [propext, Classical.choice, Quot.sound]
'BondCurrents.preconnected_of_exists_current' depends on axioms: [propext, Classical.choice, Quot.sound]
'BondCurrents.ringCurrent_spec' depends on axioms: [propext, Classical.choice, Quot.sound]
```

## Integer sources admit integer currents

The same construction yields a neighbouring result, given here as an informal argument. Suppose that $s$ takes integer values and has zero total on every component. The current along a walk is a sum of edge currents with entries $0$ and $\pm1$, so each $K^a$ can be chosen with integer entries. Then $J=\sum_a s(a)K^a$ has integer entries too: whole units can be routed from sources to sinks without splitting any of them between bonds.
